# Local particle conservation from a differentiable, phase-invariant functional on a discrete contour

A bias drives electrons through a molecular junction, and the current is computed from a Green function with an approximate self-energy. The approximation may create or destroy particles inside the junction, so that in a steady state the current entering on the left differs from the current leaving on the right. Which self-energies rule this out?

Discretise the Keldysh contour and let $i,j,k,l$ label its points, together with site and spin if wanted. The Green function $G$ is then a finite complex matrix. Write $S$ for the self-energy due to the interaction, usually called $\Sigma$, and suppose that it is derived from a functional $\Phi$:

$$S_{ji}=\frac{\partial\Phi}{\partial G_{ij}}.$$

If $\Phi$ is complex-differentiable at $G$ and unchanged by $G\mapsto DGD^{-1}$ for every diagonal unitary $D$, then $(SG-GS)_{kk}=0$ for every $k$. This diagonal entry is the collision term's contribution to the particle balance at point $k$.

## Varying the phase at one point

A diagonal unitary has entries $D_{kk}=e^{i\theta_k}$ with real $\theta_k$, so

$$(DGD^{-1})_{ij}=e^{i(\theta_i-\theta_j)}G_{ij}.$$

Scale the angles by a real parameter $s$ and put $G(s)_{ij}=e^{is(\theta_i-\theta_j)}G_{ij}$. With $\Theta=\mathrm{diag}(\theta_k)$,

$$\frac{dG(s)}{ds}=i\,(\Theta G(s)-G(s)\Theta).$$

Since $\Phi$ is differentiable, its first variation is $\delta\Phi=\sum_{ij}S_{ji}\,\delta G_{ij}=\mathrm{Tr}(S\,\delta G)$. At $s=0$, cyclicity of the trace gives

$$\frac{d\Phi}{ds}=i\,\mathrm{Tr}\,S(\Theta G-G\Theta)=i\,\mathrm{Tr}\,\Theta(GS-SG)=-i\sum_l\theta_l\,(SG-GS)_{ll}.$$

Invariance makes the left side zero for all angles. Choosing $\theta_l=1$ at $l=k$ and zero elsewhere leaves $(SG-GS)_{kk}=0$. If the labels include orbitals and $\Phi$ is invariant only under phases common to all orbitals at one contour time, as is usual for general Coulomb integrals in an orbital basis, the same argument gives a weaker result: the sum of these diagonal entries over the orbitals at that time vanishes.

The same formula holds at every $s$, with $G(s)$ and its self-energy in place of $G$ and $S$. If $\Phi$ is differentiable everywhere and the diagonal vanishes at every Green function, $\Phi$ is therefore constant along $G(s)$. Comparing $s=0$ with $s=1$ gives back the invariance.

Now let $K$ be the inverse free propagator and let $G$ solve the Dyson equation $(K-S)G=1$. For finite square matrices $G(K-S)=1$ as well. Subtracting the two equations gives $KG-GK=SG-GS$, whose diagonal vanishes.

## Functional, self-energy and phases in Lean

The type `n` is the finite set of contour points. Matrices receive a norm so that derivatives make sense.

```lean
import Mathlib

open Matrix

namespace KeldyshPhiDerivable

noncomputable section

attribute [local instance] Matrix.normedAddCommGroup Matrix.normedSpace

variable {n : Type*} [Fintype n] [DecidableEq n]
```

Invariance is required for all Green functions and all diagonal unitaries, with an independent phase at each point.

```lean
/-- Invariance of a functional of the Green function under all diagonal unitary
transformations, that is, under an independent change of phase at each contour point. -/
def GaugeInvariant (Φ : Matrix n n ℂ → ℂ) : Prop :=
  ∀ D ∈ Matrix.unitaryGroup n ℂ, D.IsDiag → ∀ G, Φ (D * G * D⁻¹) = Φ G
```

The self-energy is specified through its entries. `Matrix.single i j 1` has a one at position $(i,j)$ and zeros elsewhere, so the derivative below is the partial derivative in $G_{ij}$, with the index order used above. `HasDerivAt` demands that this complex derivative exists.

```lean
/-- `S` is the self-energy derived from `Φ` at `G`: the entry `S j i` is the partial
derivative of `Φ` in the entry `G i j`. -/
def IsSelfEnergy (Φ : Matrix n n ℂ → ℂ) (G S : Matrix n n ℂ) : Prop :=
  ∀ i j, HasDerivAt (fun z : ℂ => Φ (G + z • Matrix.single i j (1 : ℂ))) (S j i) 0
```

The next two definitions are the matrix $D$ and the transformed Green function.

```lean
/-- The diagonal matrix of the local phase factors `exp (i θ k)`. -/
def phase (θ : n → ℝ) : Matrix n n ℂ :=
  Matrix.diagonal fun k => Complex.exp ((θ k : ℂ) * Complex.I)

/-- The Green function with entry `G i j` multiplied by `exp (i (θ i - θ j))`. -/
def twist (θ : n → ℝ) (G : Matrix n n ℂ) : Matrix n n ℂ :=
  Matrix.of fun i j => Complex.exp (((θ i - θ j : ℝ) : ℂ) * Complex.I) * G i j
```

The inverse of `phase θ` carries the opposite phases, and multiplying out the entries gives the phase difference.

```lean
/-- Conjugation by local phases multiplies each entry of the Green function by the
phase difference of its two contour points. -/
theorem phase_conj (θ : n → ℝ) (G : Matrix n n ℂ) :
    phase θ * G * (phase θ)⁻¹ = twist θ G := by
  have hinv : (phase θ)⁻¹ =
      Matrix.diagonal fun k => Complex.exp (-((θ k : ℂ) * Complex.I)) := by
    apply Matrix.inv_eq_right_inv
    simp only [phase, Matrix.diagonal_mul_diagonal, ← Complex.exp_add, add_neg_cancel,
      Complex.exp_zero, Matrix.diagonal_one]
  rw [hinv]
  ext i j
  rw [Matrix.mul_diagonal, phase, Matrix.diagonal_mul]
  have h : Complex.exp (((θ i - θ j : ℝ) : ℂ) * Complex.I) =
      Complex.exp ((θ i : ℂ) * Complex.I) * Complex.exp (-((θ j : ℂ) * Complex.I)) := by
    rw [← Complex.exp_add]
    congr 1
    push_cast
    ring
  simp only [twist, Matrix.of_apply]
  rw [h]
  ring
```

The two descriptions of invariance agree. In one direction, a matrix of phases is unitary. In the other, unitarity gives each diagonal entry modulus one, and its argument supplies the angle.

```lean
/-- Gauge invariance is the same as invariance under all real local phase angles. -/
theorem gaugeInvariant_iff_phases (Φ : Matrix n n ℂ → ℂ) :
    GaugeInvariant Φ ↔ ∀ θ G, Φ (twist θ G) = Φ G := by
  constructor
  · intro h θ G
    rw [← phase_conj]
    refine h (phase θ) ?_ (Matrix.isDiag_diagonal _) G
    rw [Matrix.mem_unitaryGroup_iff, Matrix.star_eq_conjTranspose, phase,
      Matrix.diagonal_conjTranspose, Matrix.diagonal_mul_diagonal]
    refine (congrArg Matrix.diagonal (funext fun k => ?_)).trans Matrix.diagonal_one
    change Complex.exp ((θ k : ℂ) * Complex.I) *
      starRingEnd ℂ (Complex.exp ((θ k : ℂ) * Complex.I)) = 1
    rw [Complex.mul_conj, Complex.normSq_eq_norm_sq, Complex.norm_exp_ofReal_mul_I]
    simp
  · intro h D hD hdiag G
    -- the diagonal entries of a diagonal unitary have modulus one
    have hk : ∀ k, ‖D k k‖ = 1 := by
      intro k
      have h1 := congrFun (congrFun (Matrix.mem_unitaryGroup_iff.1 hD) k) k
      rw [← hdiag.diagonal_diag, Matrix.star_eq_conjTranspose,
        Matrix.diagonal_conjTranspose, Matrix.diagonal_mul_diagonal,
        Matrix.diagonal_apply_eq, Matrix.one_apply_eq] at h1
      change D k k * starRingEnd ℂ (D k k) = 1 at h1
      rw [Complex.mul_conj, Complex.normSq_eq_norm_sq] at h1
      have h2 : ‖D k k‖ ^ 2 = 1 := by exact_mod_cast h1
      nlinarith [norm_nonneg (D k k)]
    obtain ⟨θ, hθ⟩ : ∃ θ : n → ℝ, D = phase θ := by
      refine ⟨fun k => Complex.arg (D k k), hdiag.diagonal_diag.symm.trans
        (congrArg Matrix.diagonal (funext fun k => ?_))⟩
      have h3 := Complex.norm_mul_exp_arg_mul_I (D k k)
      rw [hk k, Complex.ofReal_one, one_mul] at h3
      exact h3.symm
    rw [hθ, phase_conj]
    exact h θ G
```

## The response to a change of phase

The first variation uses the full derivative `fderiv`. Along each `Matrix.single i j 1` it must equal `S j i`, because a derivative is unique; expanding the variation in these matrices then gives the trace. Differentiability of `Φ` is a separate hypothesis, since the existence of the partial derivatives at the single matrix `G` does not supply this linear formula. (If they exist at every matrix, Hartogs' theorem gives differentiability; the proofs here do not use it.)

```lean
/-- The first variation of a differentiable functional is the trace of the self-energy
times the variation of the Green function. -/
theorem first_variation {Φ : Matrix n n ℂ → ℂ} {G S : Matrix n n ℂ}
    (hΦ : DifferentiableAt ℂ Φ G) (hS : IsSelfEnergy Φ G S) (X : Matrix n n ℂ) :
    fderiv ℂ Φ G X = Matrix.trace (S * X) := by
  have hp : ∀ i j, fderiv ℂ Φ G (Matrix.single i j (1 : ℂ)) = S j i := by
    intro i j
    have hline : HasDerivAt (fun z : ℂ => G + z • Matrix.single i j (1 : ℂ))
        (Matrix.single i j (1 : ℂ)) 0 :=
      (((hasDerivAt_id' (0 : ℂ)).smul_const (Matrix.single i j (1 : ℂ))).const_add
        G).congr_deriv (one_smul ℂ _)
    have hΦ' : HasFDerivAt Φ (fderiv ℂ Φ G)
        (G + (0 : ℂ) • Matrix.single i j (1 : ℂ)) := by
      rw [zero_smul, add_zero]
      exact hΦ.hasFDerivAt
    exact (hΦ'.comp_hasDerivAt (0 : ℂ) hline).unique (hS i j)
  have hX : X = ∑ i, ∑ j, X i j • Matrix.single i j (1 : ℂ) :=
    (Matrix.matrix_eq_sum_single X).trans (by simp [Matrix.smul_single])
  conv_lhs => rw [hX]
  simp only [map_sum, map_smul, hp, smul_eq_mul, Matrix.trace, Matrix.diag_apply,
    Matrix.mul_apply]
  exact Finset.sum_comm.trans
    (Finset.sum_congr rfl fun i _ => Finset.sum_congr rfl fun j _ => mul_comm _ _)
```

Zero angles return the original matrix, and differentiating each entry yields the commutator with $\Theta$.

```lean
omit [Fintype n] [DecidableEq n] in
/-- Vanishing phase angles leave the Green function unchanged. -/
theorem twist_zero (θ : n → ℝ) (G : Matrix n n ℂ) :
    twist (fun k => 0 * θ k) G = G := by
  ext i j
  simp [twist]

/-- Under growing local phases the Green function changes at a rate `i` times the
commutator of the diagonal matrix of angles with the Green function. -/
theorem hasDerivAt_twist (θ : n → ℝ) (G : Matrix n n ℂ) (t : ℝ) :
    HasDerivAt (fun s : ℝ => twist (fun k => s * θ k) G)
      (Complex.I • (Matrix.diagonal (fun k => (θ k : ℂ)) * twist (fun k => t * θ k) G -
        twist (fun k => t * θ k) G * Matrix.diagonal (fun k => (θ k : ℂ)))) t := by
  refine hasDerivAt_pi.2 fun i => hasDerivAt_pi.2 fun j => ?_
  have h0 : HasDerivAt (fun s : ℝ => s * θ i - s * θ j) (θ i - θ j) t :=
    (((hasDerivAt_id' t).mul_const (θ i)).fun_sub
      ((hasDerivAt_id' t).mul_const (θ j))).congr_deriv (by ring)
  refine (((h0.ofReal_comp.mul_const Complex.I).cexp).mul_const (G i j)).congr_deriv ?_
  simp only [Matrix.smul_apply, Matrix.sub_apply, Matrix.diagonal_mul,
    Matrix.mul_diagonal, twist, Matrix.of_apply, smul_eq_mul]
  push_cast
  ring
```

The chain rule combines these results. The steps `h1` and `h2` are the two uses of cyclicity. Here `t` is the value of $s$ at which the derivative is taken, and `S` is the self-energy at the transformed Green function.

```lean
/-- The response of a differentiable functional to local phases is the sum of the angles
weighted with the diagonal entries of the collision term `S H - H S`, times `-i`, where
`H` is the transformed Green function and `S` the self-energy at `H`. -/
theorem gauge_response {Φ : Matrix n n ℂ → ℂ} {G S : Matrix n n ℂ} (θ : n → ℝ) (t : ℝ)
    (hΦ : DifferentiableAt ℂ Φ (twist (fun k => t * θ k) G))
    (hS : IsSelfEnergy Φ (twist (fun k => t * θ k) G) S) :
    HasDerivAt (fun s : ℝ => Φ (twist (fun k => s * θ k) G))
      (-Complex.I * ∑ k, (θ k : ℂ) * (S * twist (fun k => t * θ k) G -
        twist (fun k => t * θ k) G * S) k k) t := by
  refine ((hΦ.hasFDerivAt.restrictScalars ℝ).comp_hasDerivAt t
    (hasDerivAt_twist θ G t)).congr_deriv ?_
  change fderiv ℂ Φ _ _ = _
  rw [first_variation hΦ hS]
  generalize twist (fun k => t * θ k) G = H
  -- cyclicity of the trace moves the angles to the front
  have h1 : Matrix.trace (S * (Matrix.diagonal (fun k => (θ k : ℂ)) * H)) =
      Matrix.trace (Matrix.diagonal (fun k => (θ k : ℂ)) * (H * S)) := by
    rw [Matrix.trace_mul_comm, Matrix.mul_assoc]
  have h2 : Matrix.trace (S * (H * Matrix.diagonal (fun k => (θ k : ℂ)))) =
      Matrix.trace (Matrix.diagonal (fun k => (θ k : ℂ)) * (S * H)) := by
    rw [← Matrix.mul_assoc, Matrix.trace_mul_comm]
  rw [Matrix.mul_smul, Matrix.trace_smul, Matrix.mul_sub, Matrix.trace_sub, h1, h2]
  simp only [Matrix.trace, Matrix.diag_apply, Matrix.diagonal_mul, Matrix.sub_apply,
    smul_eq_mul, mul_sub, Finset.sum_sub_distrib]
  ring
```

## Conservation and its converse

The main theorem assumes differentiability only at `G`. Its step `key` compares the response formula at zero with the derivative of a constant; the angle is then switched on at `k` alone.

```lean
/-- A self-energy derived from a gauge-invariant functional that is complex-differentiable
at `G` conserves particles locally: each diagonal entry of `S G - G S` vanishes. -/
theorem phi_derivable_conserving {Φ : Matrix n n ℂ → ℂ} {G S : Matrix n n ℂ}
    (hΦ : DifferentiableAt ℂ Φ G) (hinv : GaugeInvariant Φ) (hS : IsSelfEnergy Φ G S)
    (k : n) : (S * G - G * S) k k = 0 := by
  have key : ∀ θ : n → ℝ, ∑ l, (θ l : ℂ) * (S * G - G * S) l l = 0 := by
    intro θ
    have h := gauge_response (G := G) (S := S) θ 0
      (by rw [twist_zero]; exact hΦ) (by rw [twist_zero]; exact hS)
    rw [twist_zero] at h
    have hc : HasDerivAt (fun s : ℝ => Φ (twist (fun k => s * θ k) G)) 0 0 := by
      simp only [(gaugeInvariant_iff_phases Φ).1 hinv]
      exact hasDerivAt_const _ _
    exact (mul_eq_zero.1 (h.unique hc)).resolve_left (neg_ne_zero.2 Complex.I_ne_zero)
  -- switch on the phase at the single point `k`
  have hz := key fun l => if l = k then 1 else 0
  rw [Finset.sum_eq_single k] at hz
  · simpa using hz
  · intro l _ hl
    simp [hl]
  · simp
```

For the equivalence, `S` becomes a function that assigns a self-energy to each Green function, and conservation is required at all matrices `G`.

```lean
/-- For a functional differentiable everywhere, gauge invariance is equivalent to local
particle conservation by its self-energy at every Green function. -/
theorem gaugeInvariant_iff_conserving {Φ : Matrix n n ℂ → ℂ} (hΦ : Differentiable ℂ Φ)
    {S : Matrix n n ℂ → Matrix n n ℂ} (hS : ∀ G, IsSelfEnergy Φ G (S G)) :
    GaugeInvariant Φ ↔ ∀ G k, (S G * G - G * S G) k k = 0 := by
  refine ⟨fun h G k => phi_derivable_conserving (hΦ G) h (hS G) k, fun h => ?_⟩
  rw [gaugeInvariant_iff_phases]
  intro θ G
  -- the functional is constant along the orbit of growing phases
  have hd : ∀ t : ℝ, HasDerivAt (fun s : ℝ => Φ (twist (fun k => s * θ k) G)) 0 t :=
    fun t => (gauge_response θ t (hΦ _) (hS _)).congr_deriv
      (by simp only [h, mul_zero, Finset.sum_const_zero])
  have hc : Φ (twist (fun k => 1 * θ k) G) = Φ (twist (fun k => 0 * θ k) G) :=
    is_const_of_deriv_eq_zero (fun t => (hd t).differentiableAt)
      (fun t => (hd t).deriv) 1 0
  rw [twist_zero] at hc
  simpa only [one_mul] using hc
```

## The discrete continuity equation

The Dyson equation enters as a hypothesis, `hDyson`, for an arbitrary matrix `K`. The same `G` solves it and determines `S`, which is the self-consistency condition. For a nonequilibrium simulation that solves this matrix equation to self-consistency, this means that a self-energy from a differentiable, phase-invariant functional adds no source or sink to the particle balance.

```lean
/-- Discrete continuity equation: if `G` solves the Dyson equation with inverse free
propagator `K` and the self-energy of a gauge-invariant functional differentiable at `G`,
then each diagonal entry of `K G - G K` vanishes. -/
theorem continuity_equation {Φ : Matrix n n ℂ → ℂ} {G S K : Matrix n n ℂ}
    (hΦ : DifferentiableAt ℂ Φ G) (hinv : GaugeInvariant Φ) (hS : IsSelfEnergy Φ G S)
    (hDyson : (K - S) * G = 1) (k : n) : (K * G - G * K) k k = 0 := by
  have h2 : G * (K - S) = 1 := mul_eq_one_comm.1 hDyson
  have h3 : K * G - G * K = S * G - G * S := by
    linear_combination (norm := noncomm_ring) hDyson - h2
  rw [h3]
  exact phi_derivable_conserving hΦ hinv hS k
```

The step left to the physics is the continuum limit, in which the diagonal of $KG-GK$ becomes, apart from a prefactor containing the sign and the mesh weight, the time derivative of the density plus the divergence of the current. If the leads have been eliminated, their embedding self-energy belongs in $K$, not in $S$, and accounts for the current exchanged with them. Phase symmetry does not give conservation of energy or momentum, which rests on other symmetries of $\Phi$.

## The exchange functional

Consider

$$\Phi=\tfrac12\sum_{ij}v_{ij}G_{ij}G_{ji},\qquad v_{ij}=v_{ji},$$

where $v$ is the interaction between contour points, with the customary factors of $i$ and the mesh weights absorbed into it.

```lean
/-- The exchange functional: half the sum of `v i j * G i j * G j i` over all ordered
pairs of contour points. -/
def exchange (v : n → n → ℂ) (G : Matrix n n ℂ) : ℂ :=
  1 / 2 * ∑ i, ∑ j, v i j * G i j * G j i
```

The phases of $G_{ij}$ and $G_{ji}$ cancel, so $\Phi$ is invariant. Differentiating both factors gives

$$\frac{\partial\Phi}{\partial G_{ij}}=\tfrac12(v_{ij}+v_{ji})G_{ji}=v_{ij}G_{ji},$$

hence $S_{ij}=v_{ij}G_{ij}$, the exchange self-energy. In the proof, `s1` and `s2` evaluate the contributions of the two factors, and `hv` makes them equal. Differentiability follows because $\Phi$ is a polynomial in the entries of $G$.

```lean
/-- For a symmetric interaction `v` the exchange functional is differentiable and gauge
invariant, and its self-energy has the entries `v i j * G i j`. -/
theorem exchange_witness (v : n → n → ℂ) (hv : ∀ i j, v i j = v j i) :
    Differentiable ℂ (exchange v) ∧ GaugeInvariant (exchange v) ∧
      ∀ G, IsSelfEnergy (exchange v) G (Matrix.of fun i j => v i j * G i j) := by
  refine ⟨?_, ?_, ?_⟩
  · have he : ∀ i j, Differentiable ℂ (fun G : Matrix n n ℂ => G i j) := fun i j =>
      (LinearMap.toContinuousLinearMap (Matrix.entryLinearMap ℂ ℂ i j)).differentiable
    exact Differentiable.const_mul (Differentiable.fun_sum fun i _ =>
      Differentiable.fun_sum fun j _ => ((he i j).const_mul (v i j)).mul (he j i)) _
  · rw [gaugeInvariant_iff_phases]
    intro θ G
    unfold exchange
    congr 1
    refine Finset.sum_congr rfl fun i _ => Finset.sum_congr rfl fun j _ => ?_
    have h : Complex.exp (((θ i - θ j : ℝ) : ℂ) * Complex.I) *
        Complex.exp (((θ j - θ i : ℝ) : ℂ) * Complex.I) = 1 := by
      rw [← Complex.exp_add, ← Complex.exp_zero]
      congr 1
      push_cast
      ring
    simp only [twist, Matrix.of_apply]
    linear_combination v i j * G i j * G j i * h
  · intro G i j
    have he : ∀ a b, HasDerivAt (fun z : ℂ => (G + z • Matrix.single i j (1 : ℂ)) a b)
        (Matrix.single i j (1 : ℂ) a b) 0 := fun a b =>
      (((hasDerivAt_id' (0 : ℂ)).mul_const (Matrix.single i j (1 : ℂ) a b)).const_add
        (G a b)).congr_deriv (one_mul _)
    have h := (HasDerivAt.fun_sum (u := Finset.univ) fun a _ =>
      HasDerivAt.fun_sum (u := Finset.univ) fun b _ =>
        ((he a b).const_mul (v a b)).fun_mul (he b a)).const_mul (1 / 2 : ℂ)
    refine h.congr_deriv ?_
    -- each of the two factors `G` contributes one equal term
    have s1 : ∑ a, ∑ b, v a b * Matrix.single i j (1 : ℂ) a b * G b a
        = v i j * G j i := by
      refine (Finset.sum_eq_single i ?_ ?_).trans
        ((Finset.sum_eq_single j ?_ ?_).trans ?_)
      · intro a _ ha
        exact Finset.sum_eq_zero fun b _ => by simp [ha.symm]
      · simp
      · intro b _ hb
        simp [hb.symm]
      · simp
      · simp
    have s2 : ∑ a, ∑ b, v a b * G a b * Matrix.single i j (1 : ℂ) b a
        = v j i * G j i := by
      refine (Finset.sum_eq_single j ?_ ?_).trans
        ((Finset.sum_eq_single i ?_ ?_).trans ?_)
      · intro a _ ha
        exact Finset.sum_eq_zero fun b _ => by simp [ha.symm]
      · simp
      · intro b _ hb
        simp [hb.symm]
      · simp
      · simp
    simp only [zero_smul, add_zero, Finset.sum_add_distrib, s1, s2, Matrix.of_apply]
    rw [hv i j]
    ring

end

end KeldyshPhiDerivable
```

```lean
#print axioms KeldyshPhiDerivable.gaugeInvariant_iff_conserving
-- 'KeldyshPhiDerivable.gaugeInvariant_iff_conserving' depends on axioms: [propext, Classical.choice, Quot.sound]
#print axioms KeldyshPhiDerivable.continuity_equation
-- 'KeldyshPhiDerivable.continuity_equation' depends on axioms: [propext, Classical.choice, Quot.sound]
```
